# Summing the generators M_ab of a metric g with coefficients A_ab gives (A − Aᵀ)g

For a metric `g`, the generator M_ab is the matrix with entries (M_ab)_cd = δ_ca g_bd − δ_cb g_ad; when `g` is the Minkowski metric, these are generators of Lorentz transformations. The theorem says that the sum of A_ab M_ab over all ordered pairs of indices is the matrix product (A − Aᵀ)g, so only the antisymmetric part of the coefficients matters. The index set is finite and the entries lie in a commutative ring; `g` may be any square matrix, and need be neither symmetric nor invertible. The proof compares the two sides entry by entry, uses `h1` and `h2` to collapse the sums containing Kronecker deltas, and leaves the rest to a final `simp only`.

The failing Lean file:

```lean
import Mathlib

open Matrix

namespace SumSmulGenerator

variable {n R : Type*} [Fintype n] [DecidableEq n] [CommRing R]

/-- The generator `M_ab` belonging to the metric `g`, with entries
`(M_ab)_cd = δ_ca g_bd - δ_cb g_ad`. -/
def generator (g : Matrix n n R) (a b : n) : Matrix n n R :=
  Matrix.of fun c d =>
    (if c = a then 1 else 0) * g b d - (if c = b then 1 else 0) * g a d

/-- A superposition of generators with coefficients `A_ab` is the antisymmetric
combination `A - Aᵀ` multiplied by the metric. -/
theorem sum_smul_generator (g A : Matrix n n R) :
    ∑ a, ∑ b, A a b • generator g a b = (A - Aᵀ) * g := by
  ext p q
  have h1 : ∑ a, ∑ b, A a b * ((if p = a then 1 else 0) * g b q)
      = ∑ b, A p b * g b q := by
    rw [Finset.sum_comm]
    simp
  have h2 : ∑ a, ∑ b, A a b * ((if p = b then 1 else 0) * g a q)
      = ∑ a, A a p * g a q := by
    simp
  simp only [Matrix.sum_apply, Matrix.smul_apply, smul_eq_mul, generator,
    Matrix.of_apply, mul_sub, Finset.sum_sub_distrib, h1, h2, Matrix.sub_mul,
    Matrix.sub_apply, Matrix.mul_apply, Matrix.transpose_apply]

end SumSmulGenerator
```

Compiling this gives:

```
Main.lean:18:56: error: unsolved goals
n : Type u_1
R : Type u_2
inst✝² : Fintype n
inst✝¹ : DecidableEq n
inst✝ : CommRing R
g A : Matrix n n R
p q : n
h1 : ∑ a, ∑ b, A a b * ((if p = a then 1 else 0) * g b q) = ∑ b, A p b * g b q
h2 : ∑ a, ∑ b, A a b * ((if p = b then 1 else 0) * g a q) = ∑ a, A a p * g a q
⊢ ∑ b, A p b * g b q - ∑ a, A a p * g a q = ∑ j, (A p j - A j p) * g j q
Main.lean:28:62: warning: This simp argument is unused:
  Matrix.sub_mul

Hint: Omit it from the simp argument list.
  [apply] simp only [Matrix.sum_apply, Matrix.smul_apply, smul_eq_mul, generator, Matrix.of_apply, mul_sub,
    Finset.sum_sub_distrib, h1, h2, Matrix.sub_apply, Matrix.mul_apply, Matrix.transpose_apply]

Note: This linter can be disabled with `set_option linter.unusedSimpArgs false`
```

Cause. The error shows the goal that is left after the final `simp only`. On the left stands a difference of two sums, on the right a single sum whose terms are `(A p j - A j p) * g j q`. The two are equal, but the right side still has to be multiplied out and split.

The lemma meant to do this, `Matrix.sub_mul`, distributes a product over a difference of matrices. The warning says that it was never used: the matrix product had been expanded into its entries with the difference still inside. What remained was a product of ring elements, to which a lemma about matrices does not apply.

The repair puts `sub_mul` in its place, the distributive law for rings in general. It turns each term into `A p j * g j q - A j p * g j q`, and `Finset.sum_sub_distrib`, already in the list, then splits the sum in two. Both sides are now the same up to the names of the summation indices, and the goal closes. The warning goes too, since the unused lemma is no longer in the list.

Fix (accepted with no message):

```diff
@@ -26,5 +26,5 @@
     simp
   simp only [Matrix.sum_apply, Matrix.smul_apply, smul_eq_mul, generator,
-    Matrix.of_apply, mul_sub, Finset.sum_sub_distrib, h1, h2, Matrix.sub_mul,
+    Matrix.of_apply, mul_sub, Finset.sum_sub_distrib, h1, h2, sub_mul,
     Matrix.sub_apply, Matrix.mul_apply, Matrix.transpose_apply]
 
```
